# A two-sided error bound for the magnetic force theorem in a quadratic mean-field model

Q: A magnetic anisotropy energy is a small difference between large total energies. Suppose I add spin-orbit coupling, diagonalize once in the old potential and compare band energies. I have then ignored how the changed density acts back on the potential. Without a bound on what I ignored, it could exceed the difference I want, and I could even predict the wrong easy axis. What do you offer against that?

A: A bound that the frozen calculation itself supplies, for a mean-field energy quadratic in the density with a positive semidefinite repulsion. Let $D$ be a one-particle density matrix, called a density below, in a real vector space $V$, and let $K\subseteq V$ be the set of admissible ones. (The kinetic energy is linear in the density matrix, not in the charge density.) Take
$$E(D)=h(D)+\tfrac12B(D,D),\qquad F(D)=h(D)+B(D_0,D),$$
with $h$ linear and $B$ bilinear and symmetric. $E$ is the total energy and $F$ the band energy in the potential frozen at the reference density $D_0$. The spin-orbit term is a linear functional $w$. Let $D_1$ minimize $F+w$ on $K$, and let $D_s$ minimize $E+w$ on $K$. The error is
$$\Delta=[(E+w)(D_s)-E(D_0)]-[(F+w)(D_1)-F(D_0)].$$

Q: Band energies double-count the repulsion. Where does that go?

A: Into a square. Subtract the two energy changes; $h$ drops out:
$$[E(D)-E(D_0)]-[F(D)-F(D_0)]=\tfrac12B(D,D)-B(D_0,D)+\tfrac12B(D_0,D_0).$$
By symmetry the right side is $\tfrac12q(D)$, where $q(D)=B(D-D_0,D-D_0)$. Now use each minimizer as a trial density in the other problem. Since $D_s$ is optimal for $E+w$,
$$(E+w)(D_s)-E(D_0)\le(E+w)(D_1)-E(D_0)=(F+w)(D_1)-F(D_0)+\tfrac12q(D_1),$$
so $\Delta\le\tfrac12q(D_1)$. Since $D_1$ is optimal for $F+w$,
$$(E+w)(D_s)-E(D_0)=(F+w)(D_s)-F(D_0)+\tfrac12q(D_s)\ge(F+w)(D_1)-F(D_0)+\tfrac12q(D_s),$$
so $\Delta\ge\tfrac12q(D_s)$. If $B$ is positive semidefinite, $\Delta\ge0$.

Q: Show me numbers.

A: Here is a toy model, chosen for easy arithmetic and not a physical system. Let densities be points $(x,y)$ with $y=x^2$, and take $D_0=(0,0)$, $h=y$, $B$ the product of the $x$ coordinates, and $w=6x$. Then $F+w=x^2+6x$ has its minimum $-9$ at $x=-3$, and $E+w=\tfrac32x^2+6x$ has its minimum $-6$ at $x=-2$. Both reference energies vanish, so $\Delta=-6+9=3$. The bounds are $\tfrac12\cdot4=2$ and $\tfrac12\cdot9=4.5$.

Q: Now the formal version. What is a density there?

A: An element of any real vector space. Hermitian matrices form one, so complex spinor orbitals are allowed.

In Lean 4 with Mathlib:

```lean
import Mathlib

namespace MagneticForceTheorem

noncomputable section

variable {V : Type*} [AddCommGroup V] [Module ℝ V]
```

The total energy takes `h` as a real linear functional and `B` as a bilinear map. The factor $\tfrac12$ belongs to the energy, so the frozen potential carries the full $B(D_0,\cdot)$.

```lean
/-- The total energy of a density `D`: a one-electron part `h` and a mean-field
repulsion `B`. -/
def totalEnergy (h : V →ₗ[ℝ] ℝ) (B : V →ₗ[ℝ] V →ₗ[ℝ] ℝ) (D : V) : ℝ :=
  h D + B D D / 2

/-- The one-electron (band) energy of `D` in the potential frozen at the density `D0`. -/
def frozenEnergy (h : V →ₗ[ℝ] ℝ) (B : V →ₗ[ℝ] V →ₗ[ℝ] ℝ) (D0 D : V) : ℝ :=
  h D + B D0 D
```

Q: And "ground state"? A stationary point would be too weak for your argument.

A: It means membership in $K$ and minimality over all of $K$. $K$ need not be convex, so idempotent density matrices with a fixed electron number qualify. Existence of the minimizers is assumed; uniqueness is not needed.

```lean
/-- `D` is admissible and minimizes the energy `f` over the admissible set `K`. -/
def IsGroundState (f : V → ℝ) (K : Set V) (D : V) : Prop :=
  D ∈ K ∧ ∀ X ∈ K, f D ≤ f X
```

The error is $\Delta$ as above, with `Ds` for $D_s$.

```lean
/-- The change of total energy on adding `w`, evaluated at `Ds`, minus the change of
frozen-potential band energy, evaluated at `D1`. -/
def forceTheoremError (h : V →ₗ[ℝ] ℝ) (B : V →ₗ[ℝ] V →ₗ[ℝ] ℝ) (w : V →ₗ[ℝ] ℝ)
    (D0 D1 Ds : V) : ℝ :=
  (totalEnergy h B Ds + w Ds - totalEnergy h B D0) -
    (frozenEnergy h B D0 D1 + w D1 - frozenEnergy h B D0 D0)
```

Q: Which properties of $B$ enter, and where?

A: Symmetry enters in the exact expansion. The proof unfolds both energies by linearity, and `linear_combination` uses half of the identity $B(D,D_0)=B(D_0,D)$ to match the cross terms.

```lean
/-- A change of total energy equals the change of frozen-potential band energy plus half
the self-repulsion of the density change. -/
theorem totalEnergy_sub (h : V →ₗ[ℝ] ℝ) (B : V →ₗ[ℝ] V →ₗ[ℝ] ℝ)
    (hB : ∀ x y, B x y = B y x) (D0 D : V) :
    totalEnergy h B D - totalEnergy h B D0 =
      frozenEnergy h B D0 D - frozenEnergy h B D0 D0 + B (D - D0) (D - D0) / 2 := by
  simp only [totalEnergy, frozenEnergy, map_sub, LinearMap.sub_apply]
  linear_combination (1 / 2) * hB D D0
```

The bracket follows without positivity. In its proof `a` and `b` are the two trial-density comparisons, `e1` and `es` are the expansion at $D_1$ and $D_s$, and `linarith` adds them up.

```lean
/-- The error of the force theorem lies between half the self-repulsion of the
self-consistent density change and half that of the frozen-potential density change. -/
theorem forceTheoremError_bracket {h w : V →ₗ[ℝ] ℝ} {B : V →ₗ[ℝ] V →ₗ[ℝ] ℝ}
    (hB : ∀ x y, B x y = B y x) {K : Set V} {D0 D1 Ds : V}
    (h1 : IsGroundState (fun D => frozenEnergy h B D0 D + w D) K D1)
    (hs : IsGroundState (fun D => totalEnergy h B D + w D) K Ds) :
    B (Ds - D0) (Ds - D0) / 2 ≤ forceTheoremError h B w D0 D1 Ds ∧
      forceTheoremError h B w D0 D1 Ds ≤ B (D1 - D0) (D1 - D0) / 2 := by
  -- each minimizer is a trial density for the other problem
  have a : frozenEnergy h B D0 D1 + w D1 ≤ frozenEnergy h B D0 Ds + w Ds := h1.2 Ds hs.1
  have b : totalEnergy h B Ds + w Ds ≤ totalEnergy h B D1 + w D1 := hs.2 D1 h1.1
  have e1 := totalEnergy_sub h B hB D0 D1
  have es := totalEnergy_sub h B hB D0 Ds
  unfold forceTheoremError
  constructor <;> linarith
```

Positivity serves only to replace the lower bound by zero:

```lean
/-- A force-theorem bound for the quadratic model with symmetric, positive semidefinite `B`: for
ground states `D1` and `Ds`, the frozen-potential band-energy change never exceeds the
self-consistent total-energy change, and falls short of it by at most half the self-repulsion of the
frozen-potential density change. -/
theorem magnetic_force_theorem {h w : V →ₗ[ℝ] ℝ} {B : V →ₗ[ℝ] V →ₗ[ℝ] ℝ}
    (hB : ∀ x y, B x y = B y x) (hpos : ∀ x, 0 ≤ B x x) {K : Set V} {D0 D1 Ds : V}
    (h1 : IsGroundState (fun D => frozenEnergy h B D0 D + w D) K D1)
    (hs : IsGroundState (fun D => totalEnergy h B D + w D) K Ds) :
    0 ≤ forceTheoremError h B w D0 D1 Ds ∧
      forceTheoremError h B w D0 D1 Ds ≤ B (D1 - D0) (D1 - D0) / 2 := by
  have hb := forceTheoremError_bracket hB h1 hs
  have hp := hpos (Ds - D0)
  exact ⟨by linarith [hb.1], hb.2⟩
```

Q: I see no requirement that $D_0$ be self-consistent, or even admissible.

A: These bounds hold for any reference. In the intended use $D_0$ is the converged density without spin-orbit coupling; a poor choice shows up as a large $q(D_1)$.

Q: My real worry is $B$. Magnetism comes from exchange, and your $B$ looks like Hartree repulsion.

A: That is a real restriction. Hartree repulsion is symmetric and positive semidefinite. Hartree–Fock exchange destroys positivity: a nonzero change $X$ of the density matrix that leaves the charge density unchanged everywhere has $B(X,X)<0$. The bracket survives for any symmetric $B$, but its lower end then needs $D_s$. To stay within the positive case, you can model the magnet by a fixed exchange field in $h$ and let $B$ be the Hartree repulsion; the response of the exchange field is then left out. A general exchange-correlation functional is not quadratic, so the density-functional setting in which the magnetic force theorem is usually invoked is not covered.

Q: Does self-consistency always reduce the response?

A: If $B$ is positive semidefinite and the response is measured by $q$, it never enlarges it. Without positivity, $q$ is no measure of size, and the response can grow: with $-B$ in place of $B$ in the numerical example, the frozen minimizer is still $x=-3$ but the self-consistent one is $x=-6$. The inequality $q(D_s)\le q(D_1)$ itself follows from the two ends of the bracket without positivity:

```lean
/-- The self-consistent density change has no larger self-repulsion than the
frozen-potential density change. -/
theorem selfConsistent_response_le {h w : V →ₗ[ℝ] ℝ} {B : V →ₗ[ℝ] V →ₗ[ℝ] ℝ}
    (hB : ∀ x y, B x y = B y x) {K : Set V} {D0 D1 Ds : V}
    (h1 : IsGroundState (fun D => frozenEnergy h B D0 D + w D) K D1)
    (hs : IsGroundState (fun D => totalEnergy h B D + w D) K Ds) :
    B (Ds - D0) (Ds - D0) ≤ B (D1 - D0) (D1 - D0) := by
  have hb := forceTheoremError_bracket hB h1 hs
  linarith [hb.1, hb.2]
```

Q: I compute differences between two directions, not a single $\Delta$.

A: Describe spin in axes that turn with the magnetization. If the energy without spin-orbit coupling is unchanged when the spins, and any exchange field in $h$, are rotated together, then $h$, $B$ and $D_0$ are common to both directions, and only the spin-orbit term differs: `wa` for one, `wb` for the other. The reference energies cancel, leaving $\Delta_a-\Delta_b$. Each error lies between zero and half its own $q$, so the difference is at most half the larger $q$ in absolute value. The proof obtains both pairs of bounds, splits the absolute value and finishes linearly.

```lean
/-- For spin-orbit terms `wa` and `wb` of two magnetization directions, the total-energy
difference and the band-energy difference agree up to half the larger self-repulsion of
the two frozen-potential density changes. -/
theorem anisotropy_energy_error {h wa wb : V →ₗ[ℝ] ℝ} {B : V →ₗ[ℝ] V →ₗ[ℝ] ℝ}
    (hB : ∀ x y, B x y = B y x) (hpos : ∀ x, 0 ≤ B x x) {K : Set V} {D0 Da Db Sa Sb : V}
    (ha : IsGroundState (fun D => frozenEnergy h B D0 D + wa D) K Da)
    (hb : IsGroundState (fun D => frozenEnergy h B D0 D + wb D) K Db)
    (hsa : IsGroundState (fun D => totalEnergy h B D + wa D) K Sa)
    (hsb : IsGroundState (fun D => totalEnergy h B D + wb D) K Sb) :
    |((totalEnergy h B Sa + wa Sa) - (totalEnergy h B Sb + wb Sb)) -
      ((frozenEnergy h B D0 Da + wa Da) - (frozenEnergy h B D0 Db + wb Db))| ≤
      max (B (Da - D0) (Da - D0)) (B (Db - D0) (Db - D0)) / 2 := by
  obtain ⟨a0, a1⟩ := magnetic_force_theorem hB hpos ha hsa
  obtain ⟨b0, b1⟩ := magnetic_force_theorem hB hpos hb hsb
  have ma := le_max_left (B (Da - D0) (Da - D0)) (B (Db - D0) (Db - D0))
  have mb := le_max_right (B (Da - D0) (Da - D0)) (B (Db - D0) (Db - D0))
  unfold forceTheoremError at a0 a1 b0 b1
  -- the reference energies at `D0` cancel in the difference
  rw [abs_le]
  constructor <;> linarith
```

Within this quadratic mean-field model with positive semidefinite $B$, then, a frozen-potential anisotropy energy comes with an error bar computed from the same two diagonalizations, provided their ground states lie in $K$.

Q: If $E$ and $K$ are invariant under spin rotation, the magnetization can simply turn, and both directions have the same minimum.

A: Yes, and the theorem remains true but says nothing useful about anisotropy. To describe it, either $K$ or an exchange field in $h$ must hold the magnetization along its axis. The statement leaves that choice to you.

Q: Is the error small for weak spin-orbit coupling?

A: It is at most of second order in the coupling strength, under two further conditions. That alone does not make it small compared with an anisotropy energy, which is usually itself of second or higher order; for that comparison, use the computed bound above. Write $w=lv$, with $l$ the coupling strength, and let $D_0\in K$. Assume for all $D\in K$, with some $c>0$ and real $M$,
$$c\,q(D)\le F(D)-F(D_0),\qquad v(D-D_0)^2\le M^2q(D).$$
The constant $c$ measures how stiffly the frozen system resists a density change, as an insulator with a gap between occupied and empty levels does. The constant $M$ limits how strongly the coupling acts on a change of given self-repulsion.

Put $q=q(D_1)$ and $t=v(D_1-D_0)$. Comparing $D_1$ with $D_0$ in the frozen problem gives $F(D_1)-F(D_0)\le-lt$, hence $cq\le-lt$. Both sides are nonnegative, so squaring gives
$$c^2q^2\le l^2t^2\le l^2M^2q.$$
If $q>0$, divide by $q$; if $q=0$, the result is immediate. Either way $q\le l^2M^2/c^2$, and therefore
$$|\Delta|\le\frac{l^2M^2}{2c^2}.$$

```lean
/-- If the frozen band energy grows at least quadratically away from `D0` and the coupling `v` is
bounded in the repulsion seminorm, the error of the force theorem is at most of second order in the
spin-orbit strength `l`. -/
theorem forceTheoremError_second_order {h v : V →ₗ[ℝ] ℝ} {B : V →ₗ[ℝ] V →ₗ[ℝ] ℝ}
    (hB : ∀ x y, B x y = B y x) (hpos : ∀ x, 0 ≤ B x x) {K : Set V} {D0 D1 Ds : V}
    {l c M : ℝ} (hc : 0 < c) (h0 : D0 ∈ K)
    (gap : ∀ D ∈ K, c * B (D - D0) (D - D0) ≤ frozenEnergy h B D0 D - frozenEnergy h B D0 D0)
    (hv : ∀ D ∈ K, (v (D - D0)) ^ 2 ≤ M ^ 2 * B (D - D0) (D - D0))
    (h1 : IsGroundState (fun D => frozenEnergy h B D0 D + (l • v) D) K D1)
    (hs : IsGroundState (fun D => totalEnergy h B D + (l • v) D) K Ds) :
    |forceTheoremError h B (l • v) D0 D1 Ds| ≤ l ^ 2 * M ^ 2 / (2 * c ^ 2) := by
  obtain ⟨e0, e1⟩ := magnetic_force_theorem hB hpos h1 hs
  have hm : frozenEnergy h B D0 D1 + l * v D1 ≤ frozenEnergy h B D0 D0 + l * v D0 :=
    h1.2 D0 h0
  have hg := gap D1 h1.1
  have hw := hv D1 h1.1
  have hq := hpos (D1 - D0)
  have hvs : v (D1 - D0) = v D1 - v D0 := map_sub v D1 D0
  generalize B (D1 - D0) (D1 - D0) = q at *
  generalize v (D1 - D0) = t at *
  -- the energy cost of the response is paid by the coupling
  have hcost : c * q ≤ -(l * t) := by
    rw [hvs]
    linarith
  have hsq : (c * q) ^ 2 ≤ (-(l * t)) ^ 2 :=
    pow_le_pow_left₀ (mul_nonneg hc.le hq) hcost 2
  have hlt : l ^ 2 * t ^ 2 ≤ l ^ 2 * (M ^ 2 * q) :=
    mul_le_mul_of_nonneg_left hw (sq_nonneg l)
  have hfin : c ^ 2 * q ≤ l ^ 2 * M ^ 2 := by
    rcases hq.eq_or_lt with hz | hp
    · rw [← hz, mul_zero]
      positivity
    · refine le_of_mul_le_mul_right ?_ hp
      linarith
  rw [abs_of_nonneg e0, le_div_iff₀ (by positivity)]
  have hmul := mul_le_mul_of_nonneg_right e1 (show 0 ≤ 2 * c ^ 2 by positivity)
  linarith
```

In the code `hcost` is the inequality before squaring, `hsq` squares it, `hlt` inserts the bound on $v$, and `hfin` makes the case split and cancels $q$. The last lines combine this with $\Delta\le q/2$.

Q: Those conditions are strong. Many magnets are metals.

A: They are assumed, not derived from a Hamiltonian. A metal has no gap to supply $c$. The second condition is also demanding: if $B$ sees only charge, a rearrangement with $q(D)=0$ must leave $v$ unchanged too. Spin-orbit coupling does act on changes of spin and orbital current that leave the charge density alone, so with Hartree repulsion this condition usually fails. Where either condition fails, the bound by $q(D_1)/2$ still stands, but this argument no longer gives its order in $l$.

Q: Can all the conditions be met with a nonzero error?

A: The parabola from the numerical example does it, now with general $l$. Its repulsion and admissible set are these:

```lean
/-- A model repulsion on the plane: the product of the first coordinates. -/
def modelRepulsion : (ℝ × ℝ) →ₗ[ℝ] (ℝ × ℝ) →ₗ[ℝ] ℝ :=
  (LinearMap.fst ℝ ℝ ℝ).smulRight (LinearMap.fst ℝ ℝ ℝ)

/-- A model set of admissible densities: the parabola `y = x ^ 2`. -/
def parabola : Set (ℝ × ℝ) := {p | p.2 = p.1 ^ 2}
```

On the parabola $q(D)=x^2$ and $F(D)-F(D_0)=x^2$, so $c=M=1$ works. Completing squares,
$$F+lv=(x+\tfrac l2)^2-\tfrac{l^2}{4},\qquad E+lv=\tfrac32(x+\tfrac l3)^2-\tfrac{l^2}{6}.$$
The minimizers sit at $x=-l/2$ and $x=-l/3$, and $\Delta=-l^2/6+l^2/4=l^2/12$. For $l=6$ this is the value 3 found above. The general bound gives $l^2/2$, so the quadratic order is attained, although the constant is not.

```lean
/-- On the parabola, with `h = y` and spin-orbit term `l x`, all hypotheses of the
second-order bound hold with `c = M = 1`, and the error is exactly `l ^ 2 / 12`. -/
theorem forceTheoremError_witness (l : ℝ) :
    let h := LinearMap.snd ℝ ℝ ℝ
    let v := LinearMap.fst ℝ ℝ ℝ
    let B := modelRepulsion
    let D0 : ℝ × ℝ := (0, 0)
    let D1 : ℝ × ℝ := (-l / 2, l ^ 2 / 4)
    let Ds : ℝ × ℝ := (-l / 3, l ^ 2 / 9)
    (∀ x y, B x y = B y x) ∧ (∀ x, 0 ≤ B x x) ∧ D0 ∈ parabola ∧
    (∀ D ∈ parabola,
      1 * B (D - D0) (D - D0) ≤ frozenEnergy h B D0 D - frozenEnergy h B D0 D0) ∧
    (∀ D ∈ parabola, (v (D - D0)) ^ 2 ≤ 1 ^ 2 * B (D - D0) (D - D0)) ∧
    IsGroundState (fun D => frozenEnergy h B D0 D + (l • v) D) parabola D1 ∧
    IsGroundState (fun D => totalEnergy h B D + (l • v) D) parabola Ds ∧
    forceTheoremError h B (l • v) D0 D1 Ds = l ^ 2 / 12 := by
  have hB : ∀ p q : ℝ × ℝ, modelRepulsion p q = p.1 * q.1 := fun _ _ => rfl
  intro h v B D0 D1 Ds
  dsimp only [h, v, B, D0, D1, Ds]
  refine ⟨?_, ?_, ?_, ?_, ?_, ⟨?_, ?_⟩, ⟨?_, ?_⟩, ?_⟩
  · intro x y
    rw [hB, hB, mul_comm]
  · intro x
    rw [hB]
    exact mul_self_nonneg _
  · change (0 : ℝ) = 0 ^ 2
    norm_num
  · rintro ⟨x, y⟩ hy
    change y = x ^ 2 at hy
    simp only [frozenEnergy, hB, LinearMap.snd_apply, Prod.fst_sub]
    nlinarith
  · rintro ⟨x, y⟩ _
    simp only [hB, LinearMap.fst_apply, Prod.fst_sub]
    nlinarith
  · change l ^ 2 / 4 = (-l / 2) ^ 2
    ring
  · rintro ⟨x, y⟩ hy
    change y = x ^ 2 at hy
    simp only [frozenEnergy, hB, LinearMap.snd_apply, LinearMap.smul_apply,
      LinearMap.fst_apply, smul_eq_mul]
    nlinarith [sq_nonneg (x + l / 2)]
  · change l ^ 2 / 9 = (-l / 3) ^ 2
    ring
  · rintro ⟨x, y⟩ hy
    change y = x ^ 2 at hy
    simp only [totalEnergy, hB, LinearMap.snd_apply, LinearMap.smul_apply,
      LinearMap.fst_apply, smul_eq_mul]
    nlinarith [sq_nonneg (x + l / 3)]
  · simp only [forceTheoremError, totalEnergy, frozenEnergy, hB, LinearMap.snd_apply,
      LinearMap.smul_apply, LinearMap.fst_apply, smul_eq_mul]
    ring

end

end MagneticForceTheorem
```

The theorem lists the conditions on $B$, $D_0$ and $v$ (the remaining one, $c>0$, is plain for $c=1$), then the two ground states, then the exact error. Its proof checks them in that order. For the two minimality claims, `nlinarith` receives the squares $(x+l/2)^2$ and $(x+l/3)^2$, just as in the completed squares, and `ring` evaluates the error.

```lean
#print axioms MagneticForceTheorem.selfConsistent_response_le
#print axioms MagneticForceTheorem.anisotropy_energy_error
#print axioms MagneticForceTheorem.forceTheoremError_second_order
```

```
'MagneticForceTheorem.selfConsistent_response_le' depends on axioms: [propext, Classical.choice, Quot.sound]
'MagneticForceTheorem.anisotropy_energy_error' depends on axioms: [propext, Classical.choice, Quot.sound]
'MagneticForceTheorem.forceTheoremError_second_order' depends on axioms: [propext, Classical.choice, Quot.sound]
```
